# For one spin species in L orbitals, the ordered pairs of occupations with equal electron number are (2L choose L) in number

An occupation of L orbitals by electrons of one spin species is a set A of orbitals, and L choose |A| occupations have the same electron number as A. The declaration states that the sum of L choose |A| over all A is the central binomial coefficient (2L choose L), for every natural number L; read as physics, the sum counts the ordered pairs of occupations with equal electron number. This is pure counting, with no Hamiltonian or state vector. The attempt groups the sets by size, which gives the sum of (L choose k)² over k from 0 to L, and matches this to (2L choose L) by Vandermonde's identity and the symmetry of the binomial coefficients.

An attempt in Lean 4 with a fault in it:

```lean
import Mathlib

open Matrix

namespace SumChooseCard

noncomputable section

/-- The sum of `L choose |A|` over all sets `A` of orbitals is the central binomial coefficient
`(2L choose L)`. For one spin species, this sum counts the ordered pairs of occupations with equal
electron number. -/
theorem sum_choose_card (L : ℕ) :
    ∑ A : Finset (Fin L), L.choose A.card = L.centralBinom := by
  have h : ∑ A ∈ (Finset.univ : Finset (Fin L)).powerset, L.choose A.card =
      ∑ k ∈ Finset.range ((Finset.univ : Finset (Fin L)).card + 1),
        (Finset.univ : Finset (Fin L)).card.choose k • L.choose k :=
    Finset.sum_powerset_apply_card (fun k => L.choose k)
  simp only [Finset.powerset_univ, Finset.card_univ, Fintype.card_fin, smul_eq_mul] at h
  have h2 : ∑ ij ∈ Finset.antidiagonal L, L.choose ij.1 * L.choose ij.2 =
      ∑ k ∈ Finset.range (L + 1), L.choose k * L.choose (L - k) :=
    Finset.Nat.sum_antidiagonal_eq_sum_range_succ (fun i j => L.choose i * L.choose j) L
  -- Vandermonde's identity
  rw [h, Nat.centralBinom_eq_two_mul_choose, two_mul, Nat.add_choose_eq, h2]
  refine Finset.sum_congr rfl fun k hk => ?_
  have hk' : k ≤ L := Nat.lt_succ_iff.mp (Finset.mem_range.mp hk)
  rw [Nat.choose_symm hk']

end

end SumChooseCard
```

The compiler's answer:

```
Main.lean:19:39: error: Application type mismatch: The argument
  L
has type
  ℕ
of sort `Type` but is expected to have type
  Set.IsPWO ?m.60
of sort `Prop` in the application
  Finset.antidiagonal L
Main.lean:19:51: error: Invalid projection: Type of
  ij
is not known; cannot resolve projection `1`
Main.lean:19:67: error: Invalid projection: Type of
  ij
is not known; cannot resolve projection `2`
```

The first message shows that `Finset.antidiagonal` here expects a proof of `Set.IsPWO`, that some set is partially well-ordered, and so can't be applied to the number `L`. The statement of `h2` meant the finite set of pairs of natural numbers with sum `L`, which this name does not give here. The other two messages follow from the first: without that set, Lean doesn't know the type of `ij` and can't resolve `ij.1` and `ij.2`.

The repair states `h2` without the antidiagonal, as an equation between `(L + L).choose L` and the sum over `Finset.range (L + 1)`. Inside its proof, `Nat.add_choose_eq` brings in the right antidiagonal sum, and `Finset.Nat.sum_antidiagonal_eq_sum_range_succ` turns it into the range sum, so the name need not be written. As `h2` now includes the step by `Nat.add_choose_eq`, that lemma is dropped from the main `rw`, where `h2` rewrites `(L + L).choose L` directly.

The change, after which it compiles:

```diff
@@ -17,9 +17,11 @@
     Finset.sum_powerset_apply_card (fun k => L.choose k)
   simp only [Finset.powerset_univ, Finset.card_univ, Fintype.card_fin, smul_eq_mul] at h
-  have h2 : ∑ ij ∈ Finset.antidiagonal L, L.choose ij.1 * L.choose ij.2 =
-      ∑ k ∈ Finset.range (L + 1), L.choose k * L.choose (L - k) :=
-    Finset.Nat.sum_antidiagonal_eq_sum_range_succ (fun i j => L.choose i * L.choose j) L
   -- Vandermonde's identity
-  rw [h, Nat.centralBinom_eq_two_mul_choose, two_mul, Nat.add_choose_eq, h2]
+  have h2 : (L + L).choose L =
+      ∑ k ∈ Finset.range (L + 1), L.choose k * L.choose (L - k) := by
+    rw [Nat.add_choose_eq]
+    exact Finset.Nat.sum_antidiagonal_eq_sum_range_succ
+      (fun i j => L.choose i * L.choose j) L
+  rw [h, Nat.centralBinom_eq_two_mul_choose, two_mul, h2]
   refine Finset.sum_congr rfl fun k hk => ?_
   have hk' : k ≤ L := Nat.lt_succ_iff.mp (Finset.mem_range.mp hk)
```
